# Kernel regression: the norm of the training residual grows strictly with the noise variance when K y ≠ 0

In kernel regression with a finite set of training data `y`, a real positive semidefinite kernel matrix `K` and noise variance v, the predicted mean at the training inputs is K(K + vI)⁻¹y. The declaration `residualNorm_strictMonoOn` states that, with `K` and `y` fixed and K y ≠ 0, the Euclidean norm of the residual y − K(K + vI)⁻¹y is strictly increasing in v for v > 0. The attempt writes the residuals at two noise variances v < w as va and wb, where a and b are the corresponding regression weights. It shows that their difference d = wb − va is nonzero and has a positive dot product with a, and then compares the squares of the two norms.

An attempt in Lean 4 with a fault in it:

```lean
import Mathlib

open Matrix Filter Topology

namespace ResidualNormStrictMonoOn

noncomputable section

variable {n : Type*} [Fintype n] [DecidableEq n] {K : Matrix n n ℝ} {v : ℝ}

/-- The Euclidean norm of a vector of training data. -/
def euclNorm (x : n → ℝ) : ℝ := ‖WithLp.toLp 2 x‖

/-- The regression weights `(K + v I)⁻¹ y` for kernel matrix `K`, data `y` and noise
variance `v`, meant for nonsingular `K + v I`. -/
def weights (K : Matrix n n ℝ) (y : n → ℝ) (v : ℝ) : n → ℝ :=
  (K + v • (1 : Matrix n n ℝ))⁻¹ *ᵥ y

/-- The norm of the training residual: data minus the predicted mean `K a` at the training
inputs, where `a` are the regression weights; meant for nonsingular `K + v I`. -/
def residualNorm (K : Matrix n n ℝ) (y : n → ℝ) (v : ℝ) : ℝ :=
  euclNorm (y - K *ᵥ weights K y v)

omit [DecidableEq n] in
/-- The squared Euclidean norm is the dot product of the vector with itself. -/
theorem euclNorm_sq (x : n → ℝ) : euclNorm x ^ 2 = x ⬝ᵥ x := by
  rw [euclNorm, EuclideanSpace.norm_sq_eq]
  exact Finset.sum_congr rfl (fun i _ => by simp [sq])

/-- For a positive semidefinite kernel matrix and positive noise variance, `K + v I` is
nonsingular. -/
theorem det_ne_zero (hK : K.PosSemidef) (hv : 0 < v) :
    (K + v • (1 : Matrix n n ℝ)).det ≠ 0 := by
  intro h
  obtain ⟨x, hx, h0⟩ := Matrix.exists_mulVec_eq_zero_iff.2 h
  have h1 := congrArg (fun z => x ⬝ᵥ z) h0
  simp only [Matrix.add_mulVec, Matrix.smul_mulVec, Matrix.one_mulVec, dotProduct_add,
    dotProduct_smul, smul_eq_mul, dotProduct_zero] at h1
  have h2 := hK.dotProduct_mulVec_nonneg x
  rw [star_trivial] at h2
  have h3 : 0 ≤ x ⬝ᵥ x := by rw [← euclNorm_sq]; exact sq_nonneg _
  have h4 : 0 < x ⬝ᵥ x := lt_of_le_of_ne h3 (Ne.symm (mt dotProduct_self_eq_zero.1 hx))
  linarith [mul_pos hv h4]

/-- For positive semidefinite `K` and `v > 0` the weights `a` solve the regression equation
`K a + v a = y`. -/
theorem weights_spec (hK : K.PosSemidef) (y : n → ℝ) (hv : 0 < v) :
    K *ᵥ weights K y v + v • weights K y v = y := by
  have h : (K + v • (1 : Matrix n n ℝ)) *ᵥ weights K y v = y := by
    rw [weights, Matrix.mulVec_mulVec,
      Matrix.mul_nonsing_inv _ (isUnit_iff_ne_zero.2 (det_ne_zero hK hv)), Matrix.one_mulVec]
  simpa only [Matrix.add_mulVec, Matrix.smul_mulVec, Matrix.one_mulVec] using h

/-- For positive semidefinite `K` and `v > 0` the norm of the training residual is the noise
variance times the norm of the weights, `v ‖(K + v I)⁻¹ y‖`. -/
theorem residualNorm_eq (hK : K.PosSemidef) (y : n → ℝ) (hv : 0 < v) :
    residualNorm K y v = v * euclNorm (weights K y v) := by
  have h : y - K *ᵥ weights K y v = v • weights K y v :=
    sub_eq_of_eq_add' (weights_spec hK y hv).symm
  rw [residualNorm, h, euclNorm, euclNorm, WithLp.toLp_smul, norm_smul,
    Real.norm_of_nonneg hv.le]

/-- For positive semidefinite `K` and data with `K y ≠ 0`, the residual norm is strictly
increasing in the noise variance `v > 0`. -/
theorem residualNorm_strictMonoOn (hK : K.PosSemidef) {y : n → ℝ} (hKy : K *ᵥ y ≠ 0) :
    StrictMonoOn (residualNorm K y) (Set.Ioi 0) := by
  intro v hv w hw hvw
  rw [Set.mem_Ioi] at hv hw
  rw [residualNorm_eq hK y hv, residualNorm_eq hK y hw]
  have ha := weights_spec hK y hv
  have hb := weights_spec hK y hw
  generalize weights K y v = a at ha ⊢
  generalize weights K y w = b at hb ⊢
  -- d is the change of the residual between the two noise levels
  obtain ⟨d, hd⟩ : ∃ d, d = K *ᵥ (a - b) := ⟨_, rfl⟩
  have hwb : w • b = d + v • a := by
    rw [hd, Matrix.mulVec_sub]
    linear_combination (norm := module) hb - ha
  have hwa : (w - v) • a = d + w • (a - b) := by
    linear_combination (norm := module) hwb
  have hd0 : d ≠ 0 := by
    intro h0
    have h1 : (w - v) • (K *ᵥ a) = 0 := by
      rw [← Matrix.mulVec_smul, hwa, h0, zero_add, Matrix.mulVec_smul, ← hd, h0, smul_zero]
    have h2 : K *ᵥ a = 0 := (smul_eq_zero.1 h1).resolve_left (sub_pos.2 hvw).ne'
    apply hKy
    rw [← ha, h2, zero_add, Matrix.mulVec_smul, h2, smul_zero]
  have hdd : 0 < d ⬝ᵥ d := by
    refine lt_of_le_of_ne ?_ (Ne.symm (mt dotProduct_self_eq_zero.1 hd0))
    rw [← euclNorm_sq]
    exact sq_nonneg _
  have hde := hK.dotProduct_mulVec_nonneg (a - b)
  rw [star_trivial, ← hd, dotProduct_comm] at hde
  -- the change has a positive overlap with the weights
  have h1 := congrArg (fun x => d ⬝ᵥ x) hwa
  simp only [dotProduct_add, dotProduct_smul, smul_eq_mul] at h1
  have hda : 0 < d ⬝ᵥ a := by
    refine (mul_pos_iff_of_pos_left (sub_pos.2 hvw)).1 ?_
    rw [h1]
    linarith [mul_nonneg hw.le hde]
  have h2 := congrArg (fun x => x ⬝ᵥ x) hwb
  simp only [dotProduct_add, add_dotProduct, smul_dotProduct, dotProduct_smul, smul_eq_mul,
    dotProduct_comm a d] at h2
  refine (sq_lt_sq₀ (mul_nonneg hv.le (norm_nonneg _)) (mul_nonneg hw.le (norm_nonneg _))).1 ?_
  rw [mul_pow, mul_pow, euclNorm_sq, euclNorm_sq]
  nlinarith [mul_pos hv hda]

end

end ResidualNormStrictMonoOn
```

Compiling this gives:

```
Main.lean:105:24: error: Tactic `rewrite` failed: Did not find an occurrence of the pattern
  euclNorm ?x ^ 2
in the target expression
  v ^ 2 * ‖WithLp.toLp 2 a‖ ^ 2 < w ^ 2 * ‖WithLp.toLp 2 b‖ ^ 2

n : Type u_1
inst✝¹ : Fintype n
inst✝ : DecidableEq n
K : Matrix n n ℝ
hK : K.PosSemidef
y : n → ℝ
hKy : K *ᵥ y ≠ 0
v : ℝ
hv : 0 < v
w : ℝ
hw : 0 < w
hvw : v < w
a : n → ℝ
ha : K *ᵥ a + v • a = y
b : n → ℝ
hb : K *ᵥ b + w • b = y
d : n → ℝ
hd : d = K *ᵥ (a - b)
hwb : w • b = d + v • a
hwa : (w - v) • a = d + w • (a - b)
hd0 : d ≠ 0
hdd : 0 < d ⬝ᵥ d
hde : 0 ≤ d ⬝ᵥ (a - b)
h1 : (w - v) * d ⬝ᵥ a = d ⬝ᵥ d + w * d ⬝ᵥ (a - b)
hda : 0 < d ⬝ᵥ a
h2 : w * (w * b ⬝ᵥ b) = d ⬝ᵥ d + v * d ⬝ᵥ a + v * (d ⬝ᵥ a + v * a ⬝ᵥ a)
⊢ v ^ 2 * ‖WithLp.toLp 2 a‖ ^ 2 < w ^ 2 * ‖WithLp.toLp 2 b‖ ^ 2
```

Diagnosis. The message says that `rw` found no term of the form `euclNorm ?x ^ 2` in the goal. The goal does contain the squares of the right norms, but written out as `‖WithLp.toLp 2 a‖ ^ 2` and `‖WithLp.toLp 2 b‖ ^ 2`.

This form comes from the `refine` line. The nonnegativity proofs given to `sq_lt_sq₀` use `norm_nonneg _`, which speaks of a norm `‖_‖`. Lean could match this with `euclNorm` by unfolding the definition, and the new goal was then stated with the unfolded norms. The two `mul_pow` rewrites still worked, but `euclNorm_sq` did not, because `rw` looks for the pattern as written and does not unfold an ordinary definition such as `euclNorm` to find it.

The added `change` line restates the goal as `(v * euclNorm a) ^ 2 < (w * euclNorm b) ^ 2`. Lean accepts this because the two forms are equal by definition. After `mul_pow`, the terms `euclNorm a ^ 2` and `euclNorm b ^ 2` are there for `euclNorm_sq` to rewrite into dot products, and the closing `nlinarith` succeeds unchanged.

This version goes through:

```diff
@@ -103,4 +103,5 @@
     dotProduct_comm a d] at h2
   refine (sq_lt_sq₀ (mul_nonneg hv.le (norm_nonneg _)) (mul_nonneg hw.le (norm_nonneg _))).1 ?_
+  change (v * euclNorm a) ^ 2 < (w * euclNorm b) ^ 2
   rw [mul_pow, mul_pow, euclNorm_sq, euclNorm_sq]
   nlinarith [mul_pos hv hda]
```
